# Real dielectric eigenvalues for a negative semidefinite response and a symmetric kernel

I would count the eigenvalues of the dielectric matrix $\varepsilon = 1-\chi_0K$ as roots of its characteristic polynomial, because $\varepsilon$ is generally not symmetric and may lack a full set of eigenvectors. Here $\chi_0$ is the static independent-particle response and $K$ the interaction kernel, both real symmetric matrices. If $-\chi_0=R^2$ with $R$ symmetric and invertible, then $R^{-1}\varepsilon R = 1+RKR$ is symmetric, so the eigenvalues are real. But $\chi_0$ can be singular: a constant potential shift produces no density response at fixed particle number. Are the eigenvalues still real, and at least 1 when $K$ is positive semidefinite? I'd like to see a proof that a machine has checked.

## Exchanging factors instead of inverting the root

Yes to both, provided $\chi_0$ is negative semidefinite. The characteristic polynomials of $\varepsilon$ and $1+RKR$ agree even when $R$ has no inverse.

Diagonalise $-\chi_0=U\,\mathrm{diag}(a_i)\,U^T$ with $a_i\ge 0$, and set $R=U\,\mathrm{diag}(\sqrt{a_i})\,U^T$. Then $R^2=-\chi_0$ and
$$\varepsilon = 1+R(RK),\qquad 1+RKR = 1+(RK)R.$$

Write $p_M(t)=\det(t-M)$. For square matrices $A,B$ and $s\neq0$, eliminating either diagonal block gives
$$\det(s-AB)=\det\begin{pmatrix}s&A\\B&1\end{pmatrix}=\det(s-BA).$$
Both ends are polynomials in $s$, so they also agree at $s=0$, and $p_{AB}=p_{BA}$. Since $p_{1+M}(t)=p_M(t-1)$, taking $A=R$ and $B=RK$ gives $p_\varepsilon=p_{1+RKR}$.

The matrix $RKR$ is symmetric, with real eigenvalues $\lambda_i$. Hence $p_\varepsilon(t)=\prod_i(t-d_i)$ with $d_i=1+\lambda_i$. If $K$ is positive semidefinite, then $x^TRKRx=(Rx)^TK(Rx)\ge0$, so $\lambda_i\ge0$ and $d_i\ge1$.

Finally, if $\varepsilon v=\mu v$ with $v\ne0$ complex, then $0=\det(\mu-\varepsilon)=\prod_i(\mu-d_i)$, so $\mu$ is one of the $d_i$.

For a single degree of freedom, $\chi_0=-a$ and $K=k$, both matrices are the number $1+ak$; at $a=0$ it is 1 whatever the kernel.

```lean
import Mathlib

open Matrix Polynomial

namespace DielectricSpectrum

variable {n : Type*} [Fintype n] [DecidableEq n]

/-- The dielectric matrix `1 - χ₀ K` of the self-consistent-field iteration, with independent
response `χ₀` and interaction kernel `K`. -/
def dielectric (χ₀ K : Matrix n n ℝ) : Matrix n n ℝ := 1 - χ₀ * K

/-- The symmetrized dielectric matrix `1 + R K R`. -/
def symDielectric (R K : Matrix n n ℝ) : Matrix n n ℝ := 1 + R * K * R

open scoped MatrixOrder in
/-- A symmetric negative semidefinite response `χ₀` has a positive semidefinite `R`
with `R² = -χ₀`. -/
theorem exists_response_root {χ₀ : Matrix n n ℝ} (hχ : (-χ₀).PosSemidef) :
    ∃ R : Matrix n n ℝ, R.PosSemidef ∧ R * R = -χ₀ :=
  ⟨CFC.sqrt (-χ₀), Matrix.nonneg_iff_posSemidef.mp (CFC.sqrt_nonneg _),
    CFC.sqrt_mul_sqrt_self _ (Matrix.nonneg_iff_posSemidef.mpr hχ)⟩

/-- Adding the identity to a matrix shifts the argument of its characteristic polynomial
by one. -/
theorem eval_charpoly_one_add (M : Matrix n n ℝ) (t : ℝ) :
    (1 + M).charpoly.eval t = M.charpoly.eval (t - 1) := by
  rw [Matrix.eval_charpoly, Matrix.eval_charpoly]
  congr 1
  rw [map_sub, map_one]
  abel

/-- If `R² = -χ₀`, the dielectric matrix `1 - χ₀ K` and the symmetrized matrix `1 + R K R`
have the same characteristic polynomial. -/
theorem charpoly_dielectric {χ₀ R : Matrix n n ℝ} (K : Matrix n n ℝ) (hR : R * R = -χ₀) :
    (dielectric χ₀ K).charpoly = (symDielectric R K).charpoly := by
  -- split the response into two factors `R`, one on each side of the cyclic exchange
  have h : dielectric χ₀ K = 1 + R * (R * K) := by
    rw [dielectric, ← Matrix.mul_assoc, hR, Matrix.neg_mul, sub_eq_add_neg]
  rw [h, symDielectric]
  apply Polynomial.funext
  intro t
  rw [eval_charpoly_one_add, eval_charpoly_one_add, Matrix.charpoly_mul_comm]

/-- For symmetric negative semidefinite `χ₀` and symmetric `K`, the characteristic polynomial of
the dielectric matrix is a product of real linear factors; if `K` is positive semidefinite,
all the roots are at least 1. -/
theorem dielectric_charpoly_factors {χ₀ K : Matrix n n ℝ} (hχ : (-χ₀).PosSemidef)
    (hK : K.IsSymm) :
    ∃ d : n → ℝ, (dielectric χ₀ K).charpoly = ∏ i, (X - C (d i)) ∧
      (K.PosSemidef → ∀ i, 1 ≤ d i) := by
  obtain ⟨R, hR, hRR⟩ := exists_response_root hχ
  have hRt : Rᴴ = R := hR.isHermitian
  have hKt : Kᴴ = K := (Matrix.conjTranspose_eq_transpose_of_trivial K).trans hK
  have hN : (R * K * R).IsHermitian := by
    unfold Matrix.IsHermitian
    rw [Matrix.conjTranspose_mul, Matrix.conjTranspose_mul, hRt, hKt, Matrix.mul_assoc]
  -- the roots are one plus the eigenvalues of `R K R`
  refine ⟨fun i => 1 + hN.eigenvalues i, ?_, ?_⟩
  · rw [charpoly_dielectric K hRR, symDielectric]
    apply Polynomial.funext
    intro t
    rw [eval_charpoly_one_add, hN.charpoly_eq]
    simp [Polynomial.eval_prod, sub_sub]
  · intro hKpos i
    have hpos : (R * K * R).PosSemidef := by
      have h := hKpos.mul_mul_conjTranspose_same R
      rwa [hRt] at h
    have h0 : 0 ≤ hN.eigenvalues i := hpos.eigenvalues_nonneg i
    linarith

/-- If the characteristic polynomial of a real matrix is a product of real linear factors, the
eigenvalue of any nonzero complex eigenvector is one of the real roots. -/
theorem eigenvalue_eq_root {M : Matrix n n ℝ} {d : n → ℝ}
    (hM : M.charpoly = ∏ i, (X - C (d i))) {μ : ℂ} {v : n → ℂ} (hv : v ≠ 0)
    (h : M.map Complex.ofRealHom *ᵥ v = μ • v) : ∃ i, μ = (d i : ℂ) := by
  -- the eigenvector makes the characteristic determinant vanish
  have hdet : (Matrix.scalar n μ - M.map Complex.ofRealHom).det = 0 := by
    refine Matrix.exists_mulVec_eq_zero_iff.mp ⟨v, hv, ?_⟩
    rw [Matrix.sub_mulVec, h]
    ext i
    simp [Matrix.scalar_apply]
  rw [← Matrix.eval_charpoly, Matrix.charpoly_map, hM, Polynomial.map_prod,
    Polynomial.eval_prod, Finset.prod_eq_zero_iff] at hdet
  obtain ⟨i, -, hi⟩ := hdet
  exact ⟨i, sub_eq_zero.mp (by simpa using hi)⟩

/-- For symmetric negative semidefinite `χ₀` and symmetric `K`, every complex eigenvalue of the
dielectric matrix is real; if `K` is positive semidefinite, it is at least 1. -/
theorem dielectric_eigenvalue_real {χ₀ K : Matrix n n ℝ} (hχ : (-χ₀).PosSemidef)
    (hK : K.IsSymm) {μ : ℂ} {v : n → ℂ} (hv : v ≠ 0)
    (h : (dielectric χ₀ K).map Complex.ofRealHom *ᵥ v = μ • v) :
    μ.im = 0 ∧ (K.PosSemidef → 1 ≤ μ.re) := by
  obtain ⟨d, hd, hpos⟩ := dielectric_charpoly_factors hχ hK
  obtain ⟨i, rfl⟩ := eigenvalue_eq_root hd hv h
  exact ⟨Complex.ofReal_im _, fun hKpos => by
    rw [Complex.ofReal_re]
    exact hpos hKpos i⟩

/-- For the indefinite response `χ₀ = diag(1, -1)` and the symmetric kernel that exchanges the two
components, the dielectric matrix has the eigenvalue `1 + i`. -/
theorem indefinite_response_complex_eigenvalue :
    (dielectric !![1, 0; 0, -1] !![0, 1; 1, 0]).map Complex.ofRealHom *ᵥ ![1, -Complex.I]
      = (1 + Complex.I) • ![1, -Complex.I] := by
  have h : dielectric !![1, 0; 0, -1] !![0, 1; 1, 0] = !![1, -1; 1, 1] := by
    ext i j
    fin_cases i <;> fin_cases j <;>
      simp [dielectric]
  rw [h]
  ext i
  fin_cases i <;>
    simp [Matrix.mulVec, dotProduct, Fin.sum_univ_succ, Complex.ext_iff]

/-- For the singular response `χ₀ = diag(-1, 0)` with root `R = diag(1, 0)` and the kernel that
exchanges the two components, the dielectric matrix is a Jordan block, while the symmetrized
matrix is the identity. -/
theorem singular_response_jordan_block :
    (!![1, 0; 0, 0] * !![1, 0; 0, 0] : Matrix (Fin 2) (Fin 2) ℝ) = -!![-1, 0; 0, 0] ∧
    dielectric !![-1, 0; 0, 0] !![0, 1; 1, 0] = !![1, 1; 0, 1] ∧
    symDielectric !![1, 0; 0, 0] !![0, 1; 1, 0] = 1 := by
  refine ⟨?_, ?_, ?_⟩ <;> ext i j <;> fin_cases i <;> fin_cases j <;>
    simp [dielectric, symDielectric, Matrix.mul_apply, Fin.sum_univ_succ]

end DielectricSpectrum
```

```lean
#print axioms DielectricSpectrum.dielectric_eigenvalue_real
-- 'DielectricSpectrum.dielectric_eigenvalue_real' depends on axioms: [propext, Classical.choice, Quot.sound]
#print axioms DielectricSpectrum.indefinite_response_complex_eigenvalue
-- 'DielectricSpectrum.indefinite_response_complex_eigenvalue' depends on axioms: [propext, Classical.choice, Quot.sound]
#print axioms DielectricSpectrum.singular_response_jordan_block
-- 'DielectricSpectrum.singular_response_jordan_block' depends on axioms: [propext, Classical.choice, Quot.sound]
```

## What the Lean statements say

The finite type `n` labels a real orthonormal basis. `dielectric χ₀ K` is $\varepsilon$, and `symDielectric R K` is $1+RKR$. The hypothesis `(-χ₀).PosSemidef` includes symmetry; physically, it says that the second-order energy change of the non-interacting ground state under a static perturbation is never positive. `K.IsSymm` is symmetry of the kernel. `K.PosSemidef`, assumed only for the lower bound, says that $K$ is symmetric with $x^TKx\ge0$ for every real vector $x$. The Hartree kernel satisfies this; an exchange-correlation contribution can violate it. Non-negative entries alone are not enough: the kernel that swaps two components has the eigenvalue $-1$. These properties are assumed, not derived from an electronic Hamiltonian.

In `dielectric_charpoly_factors`, `d : n → ℝ` lists the roots with multiplicity. `dielectric_eigenvalue_real` treats complex eigenvectors, with `Complex.ofRealHom` turning the real matrix into a complex one.

In a finite, linearised model of simple density mixing with real parameter $\alpha$, the error is multiplied by $1-\alpha\varepsilon$ at each step, so real $d_i$ give this matrix the real eigenvalues $1-\alpha d_i$. The error dies out from every starting point exactly when all of them lie strictly between $-1$ and $1$.

## From the square root to the spectrum

`exists_response_root` obtains $R$ from Mathlib's matrix square root. `eval_charpoly_one_add` is the shift by one. In `charpoly_dielectric`, the step `h` writes $\varepsilon$ as $1+R(RK)$, `Polynomial.funext` reduces the identity to values at real $t$, and `Matrix.charpoly_mul_comm` exchanges the factors. Only $R^2=-\chi_0$ is used there.

`dielectric_charpoly_factors` then proves $RKR$ symmetric (`hN`), takes its eigenvalues and adds one; `hpos` is the quadratic-form argument. `eigenvalue_eq_root` turns an eigenvector into a vanishing determinant and finds the zero factor, which gives `dielectric_eigenvalue_real`.

Two $2\times2$ examples, checked entry by entry, show the limits. With the indefinite response $\chi_0=\mathrm{diag}(1,-1)$ and the kernel that swaps the components, $\varepsilon$ has eigenvalue $1+i$, with normalised eigenvector $(1,-i)/\sqrt2$. With $\chi_0=\mathrm{diag}(-1,0)$ and the same kernel, $\varepsilon$ is a Jordan block while $1+RKR$ is the identity. Their characteristic polynomials agree, but the matrices are not similar: when the kernel is indefinite, as here, a singular response can leave $\varepsilon$ with real eigenvalues and too few eigenvectors.
